# A first-order eigenvector with an energy error of order $s^4$ and a property error of order $s^2$

Take two levels at energies $0$ and $1.1$, coupled by a matrix element $0.1$, and an observable $A$ that connects them:

$$
H=\begin{pmatrix}0&0.1\\0.1&1.1\end{pmatrix},\qquad
A=\begin{pmatrix}0&1\\1&0\end{pmatrix}.
$$

The lower eigenvector is proportional to $(1,-0.0902)$. Take as unperturbed levels $0$ and $1$, and count both the coupling and the shift of the upper level by $0.1$ as the perturbation. First-order perturbation theory then gives $(1,-0.1)$, so the second component is wrong by about $0.0098$. (With the shift kept in the unperturbed levels it would give $-0.1/1.1\approx-0.0909$ instead.) The normalised mean of $A$ is $-0.1789$ in the exact vector and $-0.1980$ in the approximate one, an error of about $0.019$. The energies are $-0.009017$ and $-0.008911$, an error of about $0.0001$.

Both errors come from the same wrong component. In a vector $(1,t)$ the mean of $A$ is $2t/(1+t^2)$, which has slope close to $2$ for small $t$, so it passes on about twice the error in $t$. The mean energy has its minimum at the exact $t$, so it responds only to the square of that error.

## The two limits and their derivation

Let the coupling be a real parameter $s$:

$$
H(s)=\begin{pmatrix}0&s\\s&1+s\end{pmatrix}.
$$

At $s=0$ the levels are $0$ and $1$, and the perturbation, the part proportional to $s$, couples them and shifts the upper one. The lower eigenvector through first order is $(1,-s)$. Write $\langle M\rangle_v=(v\cdot Mv)/(v\cdot v)$ for the normalised mean of $M$ in $v$, $E(s)$ for the lower eigenvalue and $v(s)$ for any nonzero eigenvector belonging to it. Then, as $s\to0$ with $s\neq0$,

$$
\frac{\langle A\rangle_{v(s)}-\langle A\rangle_{(1,-s)}}{s^2}\to 2,
\qquad
\frac{\langle H(s)\rangle_{(1,-s)}-E(s)}{s^4}\to 1 .
$$

**The mixing factor.** Let $r=\sqrt{(1+s)^2+4s^2}$ be the distance between the two eigenvalues, so that $E=(1+s-r)/2$. Put $D=1+s+r$ and $g=2/D$. The number $D$ is positive: for $s\neq0$ we have $r>|1+s|$, and for $s=0$ we have $D=2$. Since $(1+s-r)D=(1+s)^2-r^2=-4s^2$,

$$
E=-\frac{2s^2}{D}=-s^2g .
$$

Expanding the square gives $D^2=2(1+s)D+4s^2$. Division by $D^2$ turns this into

$$
s^2g^2+(1+s)g=1. \tag{1}
$$

At $s=0$ this reads $g=1$, and $g$ is a continuous function of $s$.

**The eigenvector.** The second row of $H(s)v=Ev$ is $sv_0+(1+s)v_1=-s^2g\,v_1$, or $(1+s+s^2g)v_1=-sv_0$. By (1), $g(1+s+s^2g)=1$, so multiplication by $g$ gives $v_1=-sg\,v_0$. If $v_0$ were zero, $v$ would vanish, so every lower eigenvector is a nonzero multiple of $(1,-sg)$. Conversely, $(1,-sg)$ is an eigenvector: the first component of $H(s)(1,-sg)$ is $-s^2g=E$, and the second is $s(1-(1+s)g)=s^3g^2=E\cdot(-sg)$.

**The lowest eigenvalue.** For any real vector $x$, equation (1) lets us complete the square:

$$
x\cdot H(s)x-E\,x\cdot x=s^2g\,x_0^2+2s\,x_0x_1+(1+s+s^2g)x_1^2
=g\bigl((1+s+s^2g)x_1+s\,x_0\bigr)^2\ge0. \tag{2}
$$

Thus $E$ is a lower bound for the mean energy, and the eigenvector attains it.

**The error in $A$.** Since $v\cdot Av=2v_0v_1$, the two means are $-2sg/(1+s^2g^2)$ and $-2s/(1+s^2)$. Their difference is

$$
\frac{2s\bigl[(1+s^2g^2)-g(1+s^2)\bigr]}{(1+s^2g^2)(1+s^2)}
=\frac{2s(1-g)(1-s^2g)}{(1+s^2g^2)(1+s^2)} .
$$

Equation (1) gives $1-g=sg(1+sg)$, which supplies the second factor of $s$:

$$
\langle A\rangle_{v(s)}-\langle A\rangle_{(1,-s)}
=s^2\,\frac{2g(1+sg)(1-s^2g)}{(1+s^2g^2)(1+s^2)} .
$$

The fraction is continuous and equals $2$ at $s=0$.

**The error in the energy.** The mean of $H(s)$ in $(1,-s)$ is $(s^3-s^2)/(1+s^2)$. Subtracting $E=-s^2g$ gives

$$
\frac{s^2\bigl[g+s^2g-(1-s)\bigr]}{1+s^2}.
$$

Replace $1-s$ by $(1-s)\bigl(s^2g^2+(1+s)g\bigr)$, which is the same number by (1). The bracket becomes $s^2(2g-g^2+sg^2)$, and the error is

$$
s^4\,\frac{2g-g^2+sg^2}{1+s^2},
$$

whose fraction equals $1$ at $s=0$. The power four can also be seen in (2): for $x=(1,-s)$ the expression being squared is $-s^2(1+sg)$.

In electronic-structure terms, a variationally accurate energy does not certify a dipole moment or another expectation value taken from the same approximate state; the example shows this for one observable of a real two-level model with one parameter.

## The model in Lean

```lean
import Mathlib

open Matrix Filter Topology

namespace PropertyErrorCounterexample

noncomputable section
```

The matrices are real and indexed by `Fin 2`, so the components of a vector are `v 0` and `v 1`, as in $v_0,v_1$ above. Energies are measured in units of the level distance at $s=0$.

```lean
/-- The two-level Hamiltonian with coupling `s` and upper level `1 + s`. -/
def hamiltonian (s : ℝ) : Matrix (Fin 2) (Fin 2) ℝ := !![0, s; s, 1 + s]

/-- The observable `A`, which couples the two levels. -/
def property : Matrix (Fin 2) (Fin 2) ℝ := !![0, 1; 1, 0]
```

The observable is purely off-diagonal, like a dipole operator between two states that have no permanent moment.

```lean
/-- The normalised mean of the observable `M` in the vector `v`. -/
def mean (M : Matrix (Fin 2) (Fin 2) ℝ) (v : Fin 2 → ℝ) : ℝ :=
  (v ⬝ᵥ M *ᵥ v) / (v ⬝ᵥ v)
```

Because `mean` divides by `v ⬝ᵥ v`, neither the length nor the sign of a vector affects it, and eigenvectors need not be normalised.

```lean
/-- The distance between the two energy levels. -/
def gap (s : ℝ) : ℝ := √((1 + s) ^ 2 + 4 * s ^ 2)

/-- The lower energy level in closed form. -/
def lowerEnergy (s : ℝ) : ℝ := (1 + s - gap s) / 2
```

These are $r$ and $E$. The name `lowerEnergy` is at first only a name for a closed formula; the theorems `lowerEnergy_variational` and `isGroundState_witness` justify it.

```lean
/-- A nonzero solution of the eigenvalue equation at the lower energy. -/
def IsGroundState (s : ℝ) (v : Fin 2 → ℝ) : Prop :=
  v ≠ 0 ∧ hamiltonian s *ᵥ v = lowerEnergy s • v
```

A ground state is any nonzero real vector that satisfies the eigenvalue equation at this energy.

```lean
/-- The first-order vector `(1, -s)`. -/
def firstOrder (s : ℝ) : Fin 2 → ℝ := ![1, -s]

/-- The factor by which the exact mixing of the levels differs from `-s`. -/
def mixing (s : ℝ) : ℝ := 2 / (1 + s + gap s)
```

The first-order vector is entered explicitly as $(1,-s)$; the file contains no general perturbation expansion from which it would be derived. The function `mixing` is $g$.

## The quadratic equation for the mixing factor

```lean
lemma gap_sq (s : ℝ) : gap s ^ 2 = (1 + s) ^ 2 + 4 * s ^ 2 :=
  Real.sq_sqrt (by positivity)

lemma denom_pos (s : ℝ) : 0 < 1 + s + gap s := by
  have hr := gap_sq s
  have h0 : 0 ≤ gap s := Real.sqrt_nonneg _
  by_contra hn
  have h := not_lt.mp hn
  have h1 : 0 ≤ (-(1 + s) - gap s) * (gap s - (1 + s)) :=
    mul_nonneg (by linarith) (by linarith)
  have h2 : s ^ 2 ≤ 0 := by nlinarith
  have h3 : s = 0 := by
    have h4 : s ^ 2 = 0 := le_antisymm h2 (sq_nonneg s)
    exact pow_eq_zero_iff (two_ne_zero) |>.mp h4
  linarith
```

Positivity of $D$ is proved by contradiction. If $D\le0$, then $-(1+s)-r$ and $r-(1+s)$ are both nonnegative. Their product is $(1+s)^2-r^2=-4s^2$, which forces $s=0$, and then $1+r\le0$ is impossible.

```lean
/-- The mixing factor solves the quadratic equation of the two-level problem. -/
theorem mixing_eq (s : ℝ) : s ^ 2 * mixing s ^ 2 + (1 + s) * mixing s = 1 := by
  have hD := (denom_pos s).ne'
  have hg : mixing s * (1 + s + gap s) = 2 := div_mul_cancel₀ _ hD
  apply mul_right_cancel₀ (pow_ne_zero 2 hD)
  linear_combination (s ^ 2 * (mixing s * (1 + s + gap s) + 2)
    + (1 + s) * (1 + s + gap s)) * hg - gap_sq s
```

This is equation (1). The proof multiplies by $D^2$ and uses $gD=2$ together with the formula for $r^2$. The tactic `linear_combination` takes the stated multiples of known equations and checks that what remains is a polynomial identity.

```lean
lemma lowerEnergy_eq (s : ℝ) : lowerEnergy s = -(s ^ 2 * mixing s) := by
  have hD := (denom_pos s).ne'
  have hg : mixing s * (1 + s + gap s) = 2 := div_mul_cancel₀ _ hD
  apply mul_right_cancel₀ hD
  unfold lowerEnergy
  linear_combination s ^ 2 * hg - (1 / 2) * gap_sq s
```

The same method, with a single factor $D$, gives $E=-s^2g$.

```lean
lemma mixing_zero : mixing 0 = 1 := by
  have h := mixing_eq 0
  linarith

@[fun_prop]
lemma mixing_continuous : Continuous mixing := by
  have hr : Continuous gap := by
    unfold gap
    fun_prop
  exact continuous_const.div ((continuous_const.add continuous_id).add hr)
    (fun s => (denom_pos s).ne')
```

The value $g(0)=1$ follows from (1), and continuity follows from that of the square root and from $D\neq0$. The limits at the end need both.

## The lower energy and its eigenvectors

```lean
lemma quad_form (a b d : ℝ) (v : Fin 2 → ℝ) :
    v ⬝ᵥ !![a, b; b, d] *ᵥ v = a * v 0 ^ 2 + 2 * b * v 0 * v 1 + d * v 1 ^ 2 := by
  simp [Matrix.mulVec, dotProduct, Fin.sum_univ_two]
  ring

lemma norm_form (v : Fin 2 → ℝ) : v ⬝ᵥ v = v 0 ^ 2 + v 1 ^ 2 := by
  simp only [dotProduct, Fin.sum_univ_two]
  ring
```

These lemmas write $v\cdot Mv$ for a symmetric matrix, and $v\cdot v$, as polynomials in the components.

```lean
/-- The lower energy times `x ⬝ᵥ x` is at most the quadratic form of the Hamiltonian at `x`. -/
theorem lowerEnergy_variational (s : ℝ) (x : Fin 2 → ℝ) :
    lowerEnergy s * (x ⬝ᵥ x) ≤ x ⬝ᵥ hamiltonian s *ᵥ x := by
  have hg : 0 < mixing s := div_pos two_pos (denom_pos s)
  unfold hamiltonian
  rw [quad_form, norm_form, lowerEnergy_eq]
  -- the difference of the two sides is a complete square
  have key : 0 * x 0 ^ 2 + 2 * s * x 0 * x 1 + (1 + s) * x 1 ^ 2
      - -(s ^ 2 * mixing s) * (x 0 ^ 2 + x 1 ^ 2)
      = mixing s * ((1 + s + s ^ 2 * mixing s) * x 1 + s * x 0) ^ 2 := by
    linear_combination (-((1 + s + s ^ 2 * mixing s) * x 1 ^ 2
      + 2 * s * x 0 * x 1)) * mixing_eq s
  have hp : 0 ≤ mixing s * ((1 + s + s ^ 2 * mixing s) * x 1 + s * x 0) ^ 2 := by
    positivity
  linarith
```

The inequality is stated without division, so it holds for every real vector, including zero. The equation `key` is the completed square (2), and its right-hand side is nonnegative because $g>0$.

```lean
/-- The vector `(1, -s g)`, with `g` the mixing factor, is an eigenvector at the lower energy. -/
theorem isGroundState_witness (s : ℝ) : IsGroundState s ![1, -(s * mixing s)] := by
  refine ⟨fun h => ?_, ?_⟩
  · have h0 := congrFun h 0
    simp at h0
  · rw [lowerEnergy_eq]
    ext i
    fin_cases i
    · simp [hamiltonian, Matrix.mulVec, dotProduct, Fin.sum_univ_two]
      ring
    · simp [hamiltonian, Matrix.mulVec, dotProduct, Fin.sum_univ_two]
      linear_combination (-s) * mixing_eq s
```

The first component of $(1,-sg)$ is $1$, so the vector is not zero. The two rows of the eigenvalue equation are then checked separately, and the second one uses (1). With the preceding inequality, this identifies `lowerEnergy s` as the lowest eigenvalue for every real $s$.

```lean
/-- The Hamiltonian maps the first-order vector to `-s²` times `(1, 1)`. -/
theorem firstOrder_residual (s : ℝ) :
    hamiltonian s *ᵥ firstOrder s = (-s ^ 2) • ![1, 1] := by
  ext i
  fin_cases i <;>
    simp [hamiltonian, firstOrder, Matrix.mulVec, dotProduct, Fin.sum_univ_two] <;> ring
```

The first-order vector satisfies the eigenvalue equation with energy zero, which is the energy through first order, up to the residual $-s^2(1,1)$. The two limit theorems do not use this identity; it shows in what sense the vector is correct through first order.

```lean
/-- The mean of `A` in any eigenvector at the lower energy, in terms of the mixing factor. -/
theorem mean_property_ground {s : ℝ} {v : Fin 2 → ℝ} (hv : IsGroundState s v) :
    mean property v = -(2 * s * mixing s) / (1 + s ^ 2 * mixing s ^ 2) := by
  obtain ⟨hne, h⟩ := hv
  rw [lowerEnergy_eq] at h
  have h1 : s * v 0 + (1 + s) * v 1 = -(s ^ 2 * mixing s) * v 1 := by
    simpa [hamiltonian, Matrix.mulVec, dotProduct, Fin.sum_univ_two] using congrFun h 1
  -- the eigenvalue equation fixes the ratio of the components
  have hv1 : v 1 = -(s * mixing s) * v 0 := by
    linear_combination mixing s * h1 - v 1 * mixing_eq s
  have hv0 : v 0 ≠ 0 := by
    intro h0
    apply hne
    ext i
    fin_cases i
    · exact h0
    · simpa [h0] using hv1
  unfold mean property
  rw [quad_form, norm_form, hv1, div_eq_div_iff (by positivity) (by positivity)]
  ring
```

Here `h1` is the second row of the eigenvalue equation, and `hv1` is the ratio $v_1=-sg\,v_0$ obtained from it. The proof then shows $v_0\neq0$ and substitutes the ratio into the mean, where $v_0^2$ cancels. The result is the same for every eigenvector at the lower energy.

## The errors in the observable and in the energy

The first limit theorem takes a function `v` that assigns a vector to each real $s$, with the hypothesis `hv` that each of these vectors is a ground state. Nothing is assumed about how `v s` varies with $s$: its sign and length may jump from one value to the next. Such functions exist, since $(1,-sg)$ provides one. The filter `𝓝[≠] 0` expresses $s\to0$ with $s\neq0$, from both sides.

```lean
/-- The mean of `A` in the exact ground state minus its mean in the first-order vector, divided by
`s²`, tends to `2` as `s` tends to `0`. -/
theorem property_error_second_order (v : ℝ → Fin 2 → ℝ) (hv : ∀ s, IsGroundState s (v s)) :
    Tendsto (fun s => (mean property (v s) - mean property (firstOrder s)) / s ^ 2)
      (𝓝[≠] 0) (𝓝 2) := by
  have hc : Continuous fun s : ℝ => 2 * mixing s * (1 + s * mixing s) * (1 - s ^ 2 * mixing s)
      / ((1 + s ^ 2 * mixing s ^ 2) * (1 + s ^ 2)) :=
    Continuous.div (by fun_prop) (by fun_prop) (fun s => by positivity)
  refine ((hc.tendsto' 0 2 (by norm_num [mixing_zero])).mono_left nhdsWithin_le_nhds).congr' ?_
  filter_upwards [self_mem_nhdsWithin] with s hs
  have hs' : s ≠ 0 := hs
  have ht : mean property (firstOrder s) = -(2 * s) / (1 + s ^ 2) := by
    unfold mean property
    rw [quad_form, norm_form, show firstOrder s 0 = 1 from rfl, show firstOrder s 1 = -s from rfl]
    ring
  -- the quadratic equation for the mixing factor extracts the factor s²
  rw [mean_property_ground (hv s), ht, eq_div_iff (pow_ne_zero 2 hs'),
    div_sub_div _ _ (by positivity) (by positivity), div_mul_eq_mul_div]
  congr 1
  linear_combination 2 * s * (1 - s ^ 2 * mixing s) * mixing_eq s
```

The function in `hc` is the fraction that was left after $s^2$ had been extracted from the error in $A$. It is continuous, and its value at zero is $2$. The step `congr'` reduces the theorem to showing that this function agrees with the error quotient for $s\neq0$. The means are inserted, the fractions are brought to a common denominator, and the last line replaces $1-g$ by $sg(1+sg)$ through a multiple of (1).

The energy theorem needs no eigenvector, because `lowerEnergy` is given in closed form.

```lean
/-- The error of the first-order vector in the mean energy, divided by `s⁴`, tends to `1`. -/
theorem energy_error_fourth_order :
    Tendsto (fun s => (mean (hamiltonian s) (firstOrder s) - lowerEnergy s) / s ^ 4)
      (𝓝[≠] 0) (𝓝 1) := by
  have hc : Continuous fun s : ℝ =>
      (2 * mixing s - mixing s ^ 2 + s * mixing s ^ 2) / (1 + s ^ 2) :=
    Continuous.div (by fun_prop) (by fun_prop) (fun s => by positivity)
  refine ((hc.tendsto' 0 1 (by norm_num [mixing_zero])).mono_left nhdsWithin_le_nhds).congr' ?_
  filter_upwards [self_mem_nhdsWithin] with s hs
  have hs' : s ≠ 0 := hs
  have hB : 1 + s ^ 2 ≠ 0 := by positivity
  have ht : mean (hamiltonian s) (firstOrder s) = (s ^ 3 - s ^ 2) / (1 + s ^ 2) := by
    unfold mean hamiltonian
    rw [quad_form, norm_form, show firstOrder s 0 = 1 from rfl, show firstOrder s 1 = -s from rfl]
    ring
  rw [ht, lowerEnergy_eq, eq_div_iff (pow_ne_zero 4 hs'), div_mul_eq_mul_div,
    div_eq_iff hB, sub_mul, div_mul_cancel₀ _ hB]
  linear_combination (-(s ^ 2 * (1 - s))) * mixing_eq s

end

end PropertyErrorCounterexample
```

The proof has the same structure. The function in `hc` is now $(2g-g^2+sg^2)/(1+s^2)$, and the final `linear_combination` carries out the replacement of $1-s$ made in the derivation.

Together the theorems compare one approximate vector with one exact family. They settle the orders of the two errors for this $H(s)$ and this $A$. They are not a proof of the general $2n+1$ rule, by which a wavefunction correct through order $n$ fixes the energy through order $2n+1$, and they do not say that every observable behaves like $A$.

```lean
#print axioms PropertyErrorCounterexample.lowerEnergy_variational
#print axioms PropertyErrorCounterexample.firstOrder_residual
#print axioms PropertyErrorCounterexample.property_error_second_order
#print axioms PropertyErrorCounterexample.energy_error_fourth_order
```

```
'PropertyErrorCounterexample.lowerEnergy_variational' depends on axioms: [propext, Classical.choice, Quot.sound]
'PropertyErrorCounterexample.firstOrder_residual' depends on axioms: [propext, Classical.choice, Quot.sound]
'PropertyErrorCounterexample.property_error_second_order' depends on axioms: [propext, Classical.choice, Quot.sound]
'PropertyErrorCounterexample.energy_error_fourth_order' depends on axioms: [propext, Classical.choice, Quot.sound]
```
